# Under a Gaussian weight, a factor x in a polynomial integral trades for the variance times a derivative

`stein_identity` concerns a real polynomial p(x) integrated over the line against the Gaussian weight exp(−x²/(2v)), with v > 0; the position density of a harmonic oscillator's ground state has this shape. It states that the integral of x·p(x) against the weight equals v times the integral of p′(x) against it. The weight is unnormalised, but dividing both sides by its total integral, √(2πv), gives the same relation between mean values: ⟨x p(x)⟩ = v⟨p′(x)⟩. The proof observes that v·p′(x) − x·p(x), times the weight, is the derivative of v·p(x) times the weight. Since both functions are integrable, the integral of that derivative is zero, and the identity follows.

As first written in Lean, the proof fails:

```lean
import Mathlib

open MeasureTheory
open Polynomial (X C derivative)
open scoped Polynomial Real

namespace SteinIdentity

noncomputable section

/-- The unnormalised Gaussian weight `exp(-x²/(2v))` of variance `v`, meant for `v > 0`. -/
def gaussWeight (v x : ℝ) : ℝ := Real.exp (-x ^ 2 / (2 * v))

/-- For positive variance, every polynomial times the Gaussian weight is integrable over the
real line. -/
theorem integrable_poly_mul_weight {v : ℝ} (hv : 0 < v) (p : ℝ[X]) :
    Integrable (fun x : ℝ => p.eval x * gaussWeight v x) := by
  induction p using Polynomial.induction_on' with
  | add p q hp hq =>
    refine (hp.add hq).congr (Filter.Eventually.of_forall fun x => ?_)
    simp only [Pi.add_apply, Polynomial.eval_add]
    ring
  | monomial n a =>
    have hb : 0 < (2 * v)⁻¹ := by positivity
    have hn : (-1 : ℝ) < (n : ℝ) := by
      have := Nat.cast_nonneg (α := ℝ) n
      linarith
    have h := (integrable_rpow_mul_exp_neg_mul_sq hb hn).const_mul a
    refine h.congr (Filter.Eventually.of_forall fun x => ?_)
    have e : -x ^ 2 / (2 * v) = -(2 * v)⁻¹ * x ^ 2 := by ring
    simp only [Polynomial.eval_monomial, gaussWeight, e, Real.rpow_natCast]
    ring

/-- The derivative of the Gaussian weight is `-x/v` times the weight. -/
theorem hasDerivAt_gaussWeight (v x : ℝ) :
    HasDerivAt (gaussWeight v) (-(x / v) * gaussWeight v x) x := by
  have h0 : HasDerivAt (fun y : ℝ => y ^ 2) (2 * x) x := by
    simpa using hasDerivAt_pow 2 x
  have h1 : HasDerivAt (fun y : ℝ => -y ^ 2 / (2 * v)) (-(x / v)) x :=
    (h0.fun_neg.div_const (2 * v)).congr_deriv (by ring)
  exact h1.exp.congr_deriv (by unfold gaussWeight; ring)

/-- **Stein's identity** for polynomials: under a Gaussian weight of variance `v > 0`, a factor
`x` may be traded for `v` times the derivative of the remaining polynomial. -/
theorem stein_identity {v : ℝ} (hv : 0 < v) (p : ℝ[X]) :
    ∫ x : ℝ, x * p.eval x * gaussWeight v x
      = v * ∫ x : ℝ, (derivative p).eval x * gaussWeight v x := by
  -- the difference of the two integrands is a total derivative
  have hd : ∀ x : ℝ, HasDerivAt (fun y : ℝ => v * (p.eval y * gaussWeight v y))
      (v * ((derivative p).eval x * gaussWeight v x) - x * p.eval x * gaussWeight v x) x := by
    intro x
    have hx : v * (x / v) = x := by field_simp
    refine (((p.hasDerivAt x).fun_mul (hasDerivAt_gaussWeight v x)).const_mul v).congr_deriv ?_
    linear_combination (-(p.eval x * gaussWeight v x)) * hx
  have hxp : Integrable (fun x : ℝ => x * p.eval x * gaussWeight v x) := by
    simpa only [Polynomial.eval_mul, Polynomial.eval_X] using
      integrable_poly_mul_weight hv (X * p)
  have hp' := (integrable_poly_mul_weight hv (derivative p)).const_mul v
  -- the boundary terms at infinity vanish
  have h0 := integral_eq_zero_of_hasDerivAt_of_integrable hd (hp'.sub hxp)
    ((integrable_poly_mul_weight hv p).const_mul v)
  rw [integral_sub hp' hxp, integral_const_mul] at h0
  linarith

end

end SteinIdentity
```

Messages:

```
Main.lean:56:4: error: Type mismatch: After simplification, term
  integrable_poly_mul_weight hv (X * p)
 has type
  Integrable (fun x => Polynomial.eval x (X * p) * gaussWeight v x) volume
but is expected to have type
  Integrable (fun x => x * Polynomial.eval x p * gaussWeight v x) volume
```

Cause. The one error is in `hxp`, the claim that x·p(x) times the weight is integrable. The mathematics and the two rewriting lemmas are right, but `simpa only` runs before Lean has finished elaborating the product `X * p`. Written bare, `X` does not say which ring its coefficients come from. Lean settles that, together with the multiplication being used, only when it falls back on its default rule that both factors of a product have the same type. `simpa … using` lets that step be postponed while it simplifies. At that moment the product still has undetermined parts, which the simplifier may not fill in, so `Polynomial.eval_mul` does not match. The gaps are filled only afterwards, which is why the message shows an ordinary-looking `Polynomial.eval x (X * p)` that was never expanded.

In the repair, `refine` finishes elaborating `X * p` before any rewriting starts. `Integrable.congr` carries integrability over to a function that is equal almost everywhere, and `Filter.Eventually.of_forall` reduces this to equality at each x. `change` writes that equality out explicitly. The product is now fully determined, so `rw` can split its value with `Polynomial.eval_mul` and replace the value of `X` by x with `Polynomial.eval_X`, which leaves two identical sides.

This version goes through:

```diff
@@ -54,6 +54,8 @@
     linear_combination (-(p.eval x * gaussWeight v x)) * hx
   have hxp : Integrable (fun x : ℝ => x * p.eval x * gaussWeight v x) := by
-    simpa only [Polynomial.eval_mul, Polynomial.eval_X] using
-      integrable_poly_mul_weight hv (X * p)
+    refine (integrable_poly_mul_weight hv (X * p)).congr
+      (Filter.Eventually.of_forall fun x => ?_)
+    change (X * p).eval x * gaussWeight v x = x * p.eval x * gaussWeight v x
+    rw [Polynomial.eval_mul, Polynomial.eval_X]
   have hp' := (integrable_poly_mul_weight hv (derivative p)).const_mul v
   -- the boundary terms at infinity vanish
```
